# The integral of √(V/E − 1) between the turning points ±b of a sech² u barrier is π(cosh b − 1)

The declaration `integral_reduced` says that, for real b > 0, the integral of √(cosh² b / cosh² u − 1) over u from −b to b is π(cosh b − 1). In physics this is the dimensionless action under a one-dimensional barrier V proportional to 1/cosh² u, at an energy E with V/E = cosh² b / cosh² u, so that the classical turning points are ±b. The statement concerns this integral alone, with no mass or ħ in it, and asserts nothing about a wavefunction or a tunnelling probability. The attempt uses an explicit antiderivative built from two arcsines, which is differentiable strictly between the turning points and continuous up to them, and then evaluates it at both ends.

An attempt in Lean 4 with a fault in it:

```lean
import Mathlib

open Real

namespace IntegralReduced

noncomputable section

/-- Chain rule for the arcsine of `f`, where `1 - f²` equals `r²` with `r > 0` at the point
considered. -/
theorem hasDerivAt_arcsin_comp {f : ℝ → ℝ} {f' r u : ℝ} (hf : HasDerivAt f f' u)
    (hr : 0 < r) (h : 1 - f u ^ 2 = r ^ 2) :
    HasDerivAt (fun v => Real.arcsin (f v)) (f' / r) u := by
  have h1 : f u ≠ -1 := by
    intro e
    rw [e] at h
    nlinarith [pow_pos hr 2]
  have h2 : f u ≠ 1 := by
    intro e
    rw [e] at h
    nlinarith [pow_pos hr 2]
  have h3 := (Real.hasDerivAt_arcsin h1 h2).comp u hf
  rw [h, Real.sqrt_sq hr.le] at h3
  exact h3.congr_deriv (by ring)

/-- An explicit antiderivative of the reduced imaginary momentum at each point strictly
between the reduced turning points `-b` and `b`. -/
theorem hasDerivAt_reducedAction {b u : ℝ} (hu : |u| < b) :
    HasDerivAt (fun v => Real.cosh b *
        Real.arcsin (Real.cosh b * Real.sinh v / (Real.sinh b * Real.cosh v))
        - Real.arcsin (Real.sinh v / Real.sinh b))
      (√(Real.cosh b ^ 2 / Real.cosh u ^ 2 - 1)) u := by
  have hb : 0 < b := (abs_nonneg u).trans_lt hu
  have hS : 0 < Real.sinh b := Real.sinh_pos_iff.2 hb
  have hc : 0 < Real.cosh u := Real.cosh_pos u
  have hlt : Real.cosh u < Real.cosh b := Real.cosh_lt_cosh.2 (by rwa [abs_of_pos hb])
  have hb2 := Real.cosh_sq b
  have hu2 := Real.cosh_sq u
  obtain ⟨R, hR, hR2⟩ : ∃ R : ℝ, 0 < R ∧ R ^ 2 = Real.cosh b ^ 2 - Real.cosh u ^ 2 := by
    have h : 0 < Real.cosh b ^ 2 - Real.cosh u ^ 2 := by nlinarith
    exact ⟨_, Real.sqrt_pos.2 h, Real.sq_sqrt h.le⟩
  have hSc : Real.sinh b * Real.cosh u ≠ 0 := (mul_pos hS hc).ne'
  have hSc2 : (Real.sinh b * Real.cosh u) ^ 2 ≠ 0 := pow_ne_zero 2 hSc
  have hS2 : Real.sinh b ^ 2 ≠ 0 := pow_ne_zero 2 hS.ne'
  have hd : Real.sinh b * Real.cosh u ^ 2 ≠ 0 := (mul_pos hS (pow_pos hc 2)).ne'
  -- the two arguments of the arcsine and their derivatives
  have hA : HasDerivAt (fun v => Real.cosh b * Real.sinh v / (Real.sinh b * Real.cosh v))
      (Real.cosh b / (Real.sinh b * Real.cosh u ^ 2)) u := by
    refine (((Real.hasDerivAt_sinh u).const_mul (Real.cosh b)).fun_div
      ((Real.hasDerivAt_cosh u).const_mul (Real.sinh b)) hSc).congr_deriv ?_
    rw [div_eq_div_iff hSc2 hd]
    linear_combination (Real.cosh b * Real.sinh b ^ 2 * Real.cosh u ^ 2) * hu2
  have hB := (Real.hasDerivAt_sinh u).div_const (Real.sinh b)
  have hA' := hasDerivAt_arcsin_comp hA (div_pos hR (mul_pos hS hc)) (by
    rw [div_pow, div_pow, eq_div_iff hSc2, sub_mul, div_mul_cancel₀ _ hSc2, hR2]
    linear_combination (-Real.cosh u ^ 2) * hb2 + Real.cosh b ^ 2 * hu2)
  have hB' := hasDerivAt_arcsin_comp hB (div_pos hR hS) (by
    rw [div_pow, div_pow, eq_div_iff hS2, sub_mul, div_mul_cancel₀ _ hS2, hR2]
    linear_combination hu2 - hb2)
  have hroot : √(Real.cosh b ^ 2 / Real.cosh u ^ 2 - 1) = R / Real.cosh u := by
    have h : Real.cosh b ^ 2 / Real.cosh u ^ 2 - 1 = (R / Real.cosh u) ^ 2 := by
      rw [div_pow, hR2, sub_div, div_self (pow_ne_zero 2 hc.ne')]
    rw [h, Real.sqrt_sq (div_pos hR hc).le]
  refine ((hA'.const_mul (Real.cosh b)).fun_sub hB').congr_deriv ?_
  rw [hroot]
  field_simp
  linear_combination -hR2

/-- The reduced barrier action between the turning points `-b` and `b`, for `b > 0`. -/
theorem integral_reduced {b : ℝ} (hb : 0 < b) :
    ∫ u in (-b)..b, √(Real.cosh b ^ 2 / Real.cosh u ^ 2 - 1) = π * (Real.cosh b - 1) := by
  have hS : 0 < Real.sinh b := Real.sinh_pos_iff.2 hb
  have hC : 0 < Real.cosh b := Real.cosh_pos b
  have h1 : Continuous fun v => Real.cosh b * Real.sinh v / (Real.sinh b * Real.cosh v) :=
    (continuous_const.mul Real.continuous_sinh).div
      (continuous_const.mul Real.continuous_cosh) fun v => (mul_pos hS (Real.cosh_pos v)).ne'
  have h2 : Continuous fun u => √(Real.cosh b ^ 2 / Real.cosh u ^ 2 - 1) :=
    Real.continuous_sqrt.comp ((continuous_const.div (Real.continuous_cosh.pow 2)
      fun v => pow_ne_zero 2 (Real.cosh_pos v).ne').sub continuous_const)
  -- the antiderivative is continuous up to the turning points
  rw [intervalIntegral.integral_eq_sub_of_hasDerivAt_of_le (by linarith)
    ((continuous_const.mul (Real.continuous_arcsin.comp h1)).sub
      (Real.continuous_arcsin.comp (Real.continuous_sinh.div_const _))).continuousOn
    (fun u hu => hasDerivAt_reducedAction (abs_lt.2 ⟨hu.1, hu.2⟩))
    (h2.intervalIntegrable _ _)]
  have e1 : Real.cosh b * Real.sinh b / (Real.sinh b * Real.cosh b) = 1 := by
    rw [mul_comm, div_self (mul_pos hS hC).ne']
  simp only [Real.sinh_neg, Real.cosh_neg, mul_neg, neg_div, Real.arcsin_neg, e1,
    div_self hS.ne', Real.arcsin_one]
  ring

end

end IntegralReduced
```

Compiling this gives:

```
Main.lean:88:2: error: `simp` made no progress
```

What went wrong. The message "`simp` made no progress" means that the final `simp only` found nothing to rewrite with the lemmas it was given.

The preceding `rw` has to work out which antiderivative is meant, and it takes the function from the continuity proof, its first argument to mention one. That proof uses `Real.continuous_arcsin.comp`, whose conclusion is about a composition written with `∘`. The endpoint values therefore contain terms such as `(Real.arcsin ∘ fun v => …) (-b)`, in which `-b` has not been put into `Real.sinh` or `Real.cosh`. The listed lemmas need forms such as `Real.sinh (-b)`, and `Function.comp_apply`, which would unfold the composition, is not among them.

The repair states the continuity first, as `h3`, with the antiderivative written out in full. Lean accepts the same proof for it, since the two forms are equal by definition. The `rw` now takes the function from the statement of `h3`, so the endpoint values appear without `∘` and the `simp only` lemmas apply.

As a diff, the version that Lean accepts:

```diff
@@ -79,7 +79,10 @@
       fun v => pow_ne_zero 2 (Real.cosh_pos v).ne').sub continuous_const)
   -- the antiderivative is continuous up to the turning points
-  rw [intervalIntegral.integral_eq_sub_of_hasDerivAt_of_le (by linarith)
-    ((continuous_const.mul (Real.continuous_arcsin.comp h1)).sub
-      (Real.continuous_arcsin.comp (Real.continuous_sinh.div_const _))).continuousOn
+  have h3 : Continuous fun v => Real.cosh b *
+      Real.arcsin (Real.cosh b * Real.sinh v / (Real.sinh b * Real.cosh v))
+      - Real.arcsin (Real.sinh v / Real.sinh b) :=
+    (continuous_const.mul (Real.continuous_arcsin.comp h1)).sub
+      (Real.continuous_arcsin.comp (Real.continuous_sinh.div_const _))
+  rw [intervalIntegral.integral_eq_sub_of_hasDerivAt_of_le (by linarith) h3.continuousOn
     (fun u hu => hasDerivAt_reducedAction (abs_lt.2 ⟨hu.1, hu.2⟩))
     (h2.intervalIntegrable _ _)]
```
